# Constraining fields and energy gradients at an eigenstate of a finite-dimensional constrained Hamiltonian

States are vectors of complex components in a finite orthonormal basis, with $\langle\phi,\chi\rangle=\sum_i\overline{\phi_i}\chi_i$. Let $H$ be a Hermitian matrix, the bare Hamiltonian, and let $M_k$, with $k$ in a finite set, be Hermitian matrices for the quantities to be constrained, such as components of local magnetic moments. The real numbers $b_k$ are constraining fields. They enter with a plus sign,

$$F=H+\sum_k b_kM_k ,$$

and stay fixed while the state varies. Along a curve $\psi(t)$ of unit vectors, the bare energy is $E(t)=\langle\psi(t),H\psi(t)\rangle$ and the moments are $m_k(t)=\langle\psi(t),M_k\psi(t)\rangle$. A prime denotes a derivative with respect to $t$.

## The energy slope at a constrained eigenstate

Suppose that $\psi$ is differentiable at $s$ and that $F\psi(s)=e\,\psi(s)$ with $e$ real. Then

$$E'(s)=-\sum_k b_k\,m_k'(s).$$

For any Hermitian $A$, the product rule gives

$$\frac{d}{dt}\langle\psi,A\psi\rangle=\langle\psi',A\psi\rangle+\langle\psi,A\psi'\rangle=2\,\mathrm{Re}\langle\psi',A\psi\rangle,$$

because the second term is the complex conjugate of the first. Taking $A=1$ and using $\langle\psi,\psi\rangle=1$ gives $\mathrm{Re}\langle\psi',\psi\rangle=0$. Taking $A=F$ at $t=s$ gives

$$\frac{d}{dt}\langle\psi,F\psi\rangle\Big|_{s}=2\,\mathrm{Re}\langle\psi'(s),e\,\psi(s)\rangle=2e\,\mathrm{Re}\langle\psi'(s),\psi(s)\rangle=0.$$

Since $\langle\psi,F\psi\rangle=E+\sum_k b_km_k$ with constant $b_k$, this reads $E'(s)+\sum_k b_km_k'(s)=0$, which is the claim. If $m_j'(s)=1$ and the other moments are stationary, then $E'(s)=-b_j$. Only the eigenvalue equation at $s$ is used. Along a differentiable curve of constrained eigenstates whose fields differ from point to point, the formula therefore holds at each point with the fields belonging to that point.

With the sign convention used here, a constraining field is thus minus the slope of the bare energy with respect to its moment, along any such curve on which only that moment changes to first order. This is established for a fixed linear $H$ in finite dimension, with the energy taken as the expectation value of $H$. It does not cover a self-consistent Kohn–Sham Hamiltonian, which depends on the density and whose expectation value is not the total energy.

## From the gradient formula back to the eigenvalue equation

Conversely, let $\phi$ be a unit vector and suppose that the gradient formula holds at $t=0$ along every curve of unit vectors that is differentiable there and has $\psi(0)=\phi$. Put $f=\langle\phi,F\phi\rangle$, $v=F\phi-f\phi$ and $N=\langle v,v\rangle$. Then $\langle\phi,v\rangle=f-f=0$. The curve

$$\psi(t)=\frac{(1-t^2N)\,\phi+2t\,v}{1+t^2N}$$

has unit norm, since $(1-t^2N)^2+4t^2N=(1+t^2N)^2$. It starts at $\phi$ with $\psi'(0)=2v$. The slope of $\langle\psi,F\psi\rangle$ at $0$ is therefore

$$2\,\mathrm{Re}\langle 2v,F\phi\rangle=4\,\mathrm{Re}\langle v,v+f\phi\rangle=4N.$$

The assumed formula makes this slope zero, so $N=0$, $v=0$ and $F\phi=f\phi$.

## Matrices, fields and expectation values in Lean

The finite type `n` labels the basis states, and the finite type `κ` labels the constraints.

```lean
import Mathlib

open Matrix

namespace ConstrainingFieldGradient

noncomputable section

variable {n κ : Type*} [Fintype n] [Fintype κ]
```

An observable is a `Matrix n n ℂ` and a state is a function `n → ℂ`. The expression `star φ ⬝ᵥ A *ᵥ φ` is $\langle\phi,A\phi\rangle$. Taking its real part makes `expect` real-valued and loses nothing when `A` is Hermitian. The result is the expectation value when `φ` is also a unit vector, which the definition itself does not require.

```lean
/-- The real part of the quadratic form of `A` in the state `φ`; for Hermitian `A` this is
the expectation value. -/
def expect (A : Matrix n n ℂ) (φ : n → ℂ) : ℝ := (star φ ⬝ᵥ A *ᵥ φ).re
```

The matrix $F$ is `constrained H M b`. The type `κ → ℝ` makes the fields real and independent of the curve parameter.

```lean
/-- The Hamiltonian `H` supplemented by constraining fields `b k` coupled to the operators `M k`. -/
def constrained (H : Matrix n n ℂ) (M : κ → Matrix n n ℂ) (b : κ → ℝ) : Matrix n n ℂ :=
  H + ∑ k, (b k : ℂ) • M k
```

Real fields keep $F$ Hermitian: taking the adjoint term by term returns each term.

```lean
omit [Fintype n] in
/-- Real constraining fields coupled to Hermitian operators keep the Hamiltonian Hermitian. -/
theorem constrained_isHermitian {H : Matrix n n ℂ} {M : κ → Matrix n n ℂ}
    (hH : H.IsHermitian) (hM : ∀ k, (M k).IsHermitian) (b : κ → ℝ) :
    (constrained H M b).IsHermitian := by
  have hM' : ∀ k, (M k)ᴴ = M k := fun k => (hM k).eq
  have hH' : Hᴴ = H := hH.eq
  simp only [Matrix.IsHermitian, constrained, Matrix.conjTranspose_add,
    Matrix.conjTranspose_sum, Matrix.conjTranspose_smul, Complex.star_def,
    Complex.conj_ofReal, hH', hM']
```

The next lemma is the expansion $\langle F\rangle=\langle H\rangle+\sum_k b_k\langle M_k\rangle$. It uses additivity for the sum and then takes the real factor `b k` out of each real part.

```lean
/-- The constrained energy is the bare energy plus the fields times the moments. -/
theorem expect_constrained (H : Matrix n n ℂ) (M : κ → Matrix n n ℂ) (b : κ → ℝ) (φ : n → ℂ) :
    expect (constrained H M b) φ = expect H φ + ∑ k, b k * expect (M k) φ := by
  have hadd : ∀ A B : Matrix n n ℂ, expect (A + B) φ = expect A φ + expect B φ := by
    intro A B
    simp only [expect, Matrix.add_mulVec, dotProduct_add, Complex.add_re]
  have hsum : expect (∑ k, (b k : ℂ) • M k) φ = ∑ k, expect ((b k : ℂ) • M k) φ :=
    map_sum (AddMonoidHom.mk' (fun A : Matrix n n ℂ => expect A φ) hadd) _ _
  rw [constrained, hadd, hsum]
  congr 1
  refine Finset.sum_congr rfl fun k _ => ?_
  simp only [expect, Matrix.smul_mulVec, dotProduct_smul, smul_eq_mul, Complex.re_ofReal_mul]
```

## Differentiating an expectation value

Hermiticity enters through the identity $\langle\phi,A\chi\rangle=\overline{\langle\chi,A\phi\rangle}$.

```lean
/-- Exchanging the two states in a matrix element of a Hermitian operator conjugates it. -/
theorem matrixElement_swap {A : Matrix n n ℂ} (hA : A.IsHermitian) (φ χ : n → ℂ) :
    star φ ⬝ᵥ A *ᵥ χ = star (star χ ⬝ᵥ A *ᵥ φ) := by
  rw [Matrix.star_dotProduct, Matrix.star_mulVec, hA.eq, ← Matrix.dotProduct_mulVec]
```

The derivative formula is proved in components. In the proof, `h1` differentiates $A\psi$, `h2` applies the product rule, and `h3` collects the two matrix elements. After the real part is taken in `h4`, the swap lemma merges them into $2\,\mathrm{Re}\langle\psi',A\psi\rangle$.

```lean
/-- Along a differentiable curve of states the expectation value of a Hermitian operator
changes at the rate `2 Re ⟨ψ', A ψ⟩`. -/
theorem hasDerivAt_expect {A : Matrix n n ℂ} (hA : A.IsHermitian) {ψ : ℝ → n → ℂ}
    {ψ' : n → ℂ} {s : ℝ} (hψ : HasDerivAt ψ ψ' s) :
    HasDerivAt (fun t => expect A (ψ t)) (2 * (star ψ' ⬝ᵥ A *ᵥ ψ s).re) s := by
  have hc : ∀ i, HasDerivAt (fun t => ψ t i) (ψ' i) s := hasDerivAt_pi.1 hψ
  have h1 : ∀ i, HasDerivAt (fun t => (A *ᵥ ψ t) i) ((A *ᵥ ψ') i) s := fun i =>
    HasDerivAt.fun_sum (u := Finset.univ) (fun j _ => (hc j).const_mul (A i j))
  -- product rule for the sesquilinear form
  have h2 : HasDerivAt (fun t => star (ψ t) ⬝ᵥ A *ᵥ ψ t)
      (∑ i, (star (ψ' i) * (A *ᵥ ψ s) i + star (ψ s i) * (A *ᵥ ψ') i)) s :=
    HasDerivAt.fun_sum (u := Finset.univ) (fun i _ => (hc i).star.fun_mul (h1 i))
  have h3 : HasDerivAt (fun t => star (ψ t) ⬝ᵥ A *ᵥ ψ t)
      (star ψ' ⬝ᵥ A *ᵥ ψ s + star (ψ s) ⬝ᵥ A *ᵥ ψ') s :=
    h2.congr_deriv (by simp only [dotProduct, Pi.star_apply, Finset.sum_add_distrib])
  have h4 : HasDerivAt (fun t => expect A (ψ t))
      ((star ψ' ⬝ᵥ A *ᵥ ψ s + star (ψ s) ⬝ᵥ A *ᵥ ψ').re) s :=
    Complex.reCLM.hasFDerivAt.comp_hasDerivAt s h3
  refine h4.congr_deriv ?_
  rw [matrixElement_swap hA (ψ s) ψ', Complex.add_re, Complex.star_def, Complex.conj_re]
  ring
```

The stationarity theorem applies this formula twice. With the identity matrix it differentiates the constant norm, and uniqueness of derivatives gives `h3`, which is $2\,\mathrm{Re}\langle\psi',\psi\rangle=0$. With `A` it inserts the eigenvalue equation, and the result is `e` times `h3`.

```lean
/-- At an eigenvector of a Hermitian operator its expectation value is stationary along every
differentiable curve of unit vectors. -/
theorem stationary_of_eigenvector {A : Matrix n n ℂ} (hA : A.IsHermitian) {ψ : ℝ → n → ℂ}
    {s e : ℝ} (hψ : DifferentiableAt ℝ ψ s) (hn : ∀ t, star (ψ t) ⬝ᵥ ψ t = 1)
    (he : A *ᵥ ψ s = (e : ℂ) • ψ s) :
    HasDerivAt (fun t => expect A (ψ t)) 0 s := by
  classical
  -- normalisation: the real part of the overlap of ψ' with ψ vanishes
  have h1 := hasDerivAt_expect (A := (1 : Matrix n n ℂ)) Matrix.isHermitian_one hψ.hasDerivAt
  have h2 : (fun t => expect (1 : Matrix n n ℂ) (ψ t)) = fun _ => (1 : ℝ) := by
    funext t
    rw [expect, Matrix.one_mulVec, hn t, Complex.one_re]
  rw [h2, Matrix.one_mulVec] at h1
  have h3 := h1.unique (hasDerivAt_const s (1 : ℝ))
  refine (hasDerivAt_expect hA hψ.hasDerivAt).congr_deriv ?_
  rw [he, dotProduct_smul, smul_eq_mul, Complex.re_ofReal_mul]
  linear_combination e * h3
```

## The gradient theorem and its converse

In the main theorem, `hn` demands unit norm at every `t`, while differentiability and the eigenvalue equation `he` are required only at `s`. The eigenvector need not be a ground state. The conclusion `HasDerivAt` says both that the bare energy is differentiable at `s` and what its derivative is. The proof writes the bare energy as the constrained energy minus the field terms, then differentiates: `hF` supplies the zero and `hS` the sum.

```lean
/-- Constraining fields give energy gradients: at an eigenstate of the constrained Hamiltonian
the bare energy changes at minus the sum of the fields times the rates of the moments. -/
theorem energy_gradient {H : Matrix n n ℂ} {M : κ → Matrix n n ℂ} {b : κ → ℝ}
    (hH : H.IsHermitian) (hM : ∀ k, (M k).IsHermitian) {ψ : ℝ → n → ℂ} {s e : ℝ}
    (hψ : DifferentiableAt ℝ ψ s) (hn : ∀ t, star (ψ t) ⬝ᵥ ψ t = 1)
    (he : constrained H M b *ᵥ ψ s = (e : ℂ) • ψ s) :
    HasDerivAt (fun t => expect H (ψ t))
      (-∑ k, b k * deriv (fun t => expect (M k) (ψ t)) s) s := by
  have hF := stationary_of_eigenvector (constrained_isHermitian hH hM b) hψ hn he
  have hS := HasDerivAt.fun_sum (u := Finset.univ) (fun k _ =>
    (hasDerivAt_expect (hM k) hψ.hasDerivAt).differentiableAt.hasDerivAt.const_mul (b k))
  -- bare energy = constrained energy minus field terms
  have hfun : (fun t => expect H (ψ t)) = fun t =>
      expect (constrained H M b) (ψ t) - ∑ k, b k * expect (M k) (ψ t) := by
    funext t
    rw [expect_constrained]
    ring
  rw [hfun]
  exact (hF.fun_sub hS).congr_deriv (zero_sub _)
```

For a single changing moment, `hj` fixes its rate at one and `hk` makes all others stationary, so one term of the sum survives. The unit rate means that, to first order, a change of the curve parameter equals the change of the moment.

```lean
/-- At an eigenstate of the constrained Hamiltonian, if to first order only the moment `j` changes
along a curve of unit vectors, and at unit rate, the slope of the bare energy is minus the
constraining field `b j`. -/
theorem energy_slope_single_moment {H : Matrix n n ℂ} {M : κ → Matrix n n ℂ} {b : κ → ℝ}
    (hH : H.IsHermitian) (hM : ∀ k, (M k).IsHermitian) {ψ : ℝ → n → ℂ} {s e : ℝ}
    (hψ : DifferentiableAt ℝ ψ s) (hn : ∀ t, star (ψ t) ⬝ᵥ ψ t = 1)
    (he : constrained H M b *ᵥ ψ s = (e : ℂ) • ψ s) (j : κ)
    (hj : HasDerivAt (fun t => expect (M j) (ψ t)) 1 s)
    (hk : ∀ k, k ≠ j → HasDerivAt (fun t => expect (M k) (ψ t)) 0 s) :
    HasDerivAt (fun t => expect H (ψ t)) (-b j) s := by
  refine (energy_gradient hH hM hψ hn he).congr_deriv ?_
  rw [Finset.sum_eq_single j (fun k _ h => by rw [(hk k h).deriv, mul_zero])
    (fun h => absurd (Finset.mem_univ j) h), hj.deriv, mul_one]
```

The converse takes the gradient formula along all admissible curves as its hypothesis `hgrad`. The functions `a` and `c` are the coefficients of $\phi$ and $v$ in the rational arc above; `hac` is its normalisation, and `hd` is the initial velocity $2v$. The slope of the constrained energy is then computed in two ways: `h1` gives zero from `hgrad`, and `h2` gives $4N$ from the derivative formula. Equating them makes every component of `v` vanish. The eigenvalue in the conclusion is the expectation value of the constrained Hamiltonian in `φ`.

```lean
/-- Converse: if the gradient formula holds at `φ` for every curve of unit vectors that passes
through `φ` at parameter zero and is differentiable there, then `φ` is an eigenvector of the
constrained Hamiltonian. -/
theorem eigenvector_of_energy_gradient {H : Matrix n n ℂ} {M : κ → Matrix n n ℂ} {b : κ → ℝ}
    (hH : H.IsHermitian) (hM : ∀ k, (M k).IsHermitian) {φ : n → ℂ} (hφ : star φ ⬝ᵥ φ = 1)
    (hgrad : ∀ ψ : ℝ → n → ℂ, DifferentiableAt ℝ ψ 0 → (∀ t, star (ψ t) ⬝ᵥ ψ t = 1) →
      ψ 0 = φ → HasDerivAt (fun t => expect H (ψ t))
        (-∑ k, b k * deriv (fun t => expect (M k) (ψ t)) 0) 0) :
    constrained H M b *ᵥ φ = (expect (constrained H M b) φ : ℂ) • φ := by
  have hF := constrained_isHermitian hH hM b
  have hz : star φ ⬝ᵥ constrained H M b *ᵥ φ = (expect (constrained H M b) φ : ℂ) :=
    (Complex.conj_eq_iff_re.1 (matrixElement_swap hF φ φ).symm).symm
  -- the residual v is orthogonal to φ
  obtain ⟨v, hv⟩ : ∃ v, v = constrained H M b *ᵥ φ -
    (expect (constrained H M b) φ : ℂ) • φ := ⟨_, rfl⟩
  have hφv : star φ ⬝ᵥ v = 0 := by
    rw [hv, dotProduct_sub, dotProduct_smul, hz, hφ, smul_eq_mul, mul_one, sub_self]
  have hvφ : star v ⬝ᵥ φ = 0 := by rw [Matrix.star_dotProduct, hφv, star_zero]
  obtain ⟨N, hNdef⟩ : ∃ N : ℝ, N = ∑ i, Complex.normSq (v i) := ⟨_, rfl⟩
  have hN0 : 0 ≤ N := hNdef ▸ Finset.sum_nonneg fun i _ => Complex.normSq_nonneg _
  have hN : star v ⬝ᵥ v = (N : ℂ) := by
    rw [hNdef, Complex.ofReal_sum]
    exact Finset.sum_congr rfl fun i _ => Complex.normSq_eq_conj_mul_self.symm
  -- a rational arc on the unit sphere that leaves φ in the direction v
  obtain ⟨a, c, hac, ha0, hc0, ha, hc⟩ : ∃ a c : ℝ → ℝ, (∀ t, a t ^ 2 + c t ^ 2 * N = 1) ∧
      a 0 = 1 ∧ c 0 = 0 ∧ HasDerivAt a 0 0 ∧ HasDerivAt c 2 0 := by
    have hq : HasDerivAt (fun t : ℝ => t ^ 2 * N) 0 0 := by
      simpa using ((hasDerivAt_id' (0 : ℝ)).fun_pow 2).mul_const N
    have hd : HasDerivAt (fun t : ℝ => 1 + t ^ 2 * N) 0 0 := hq.const_add 1
    refine ⟨fun t => (1 - t ^ 2 * N) / (1 + t ^ 2 * N), fun t => 2 * t / (1 + t ^ 2 * N),
      fun t => ?_, by simp, by simp,
      ((hq.const_sub 1).fun_div hd (by simp)).congr_deriv (by simp),
      (((hasDerivAt_id' (0 : ℝ)).const_mul 2).fun_div hd (by simp)).congr_deriv (by simp)⟩
    have hp : 1 + t ^ 2 * N ≠ 0 := by positivity
    field_simp
    ring
  obtain ⟨ψ, hψ⟩ : ∃ ψ : ℝ → n → ℂ, ψ = fun t => (a t : ℂ) • φ + (c t : ℂ) • v := ⟨_, rfl⟩
  have hψ0 : ψ 0 = φ := by simp [hψ, ha0, hc0]
  have hn : ∀ t, star (ψ t) ⬝ᵥ ψ t = 1 := by
    intro t
    have h : (a t : ℂ) ^ 2 + (c t : ℂ) ^ 2 * N = 1 := by exact_mod_cast hac t
    simp only [hψ, star_add, star_smul, add_dotProduct, dotProduct_add, smul_dotProduct,
      dotProduct_smul, hφ, hφv, hvφ, hN, smul_eq_mul, Complex.star_def, Complex.conj_ofReal]
    linear_combination h
  have hd : HasDerivAt ψ ((2 : ℂ) • v) 0 := by
    rw [hψ]
    refine hasDerivAt_pi.2 fun i => ?_
    exact ((ha.ofReal_comp.mul_const (φ i)).fun_add
      (hc.ofReal_comp.mul_const (v i))).congr_deriv (by simp)
  -- the constrained energy is stationary on this arc, yet its slope is 4 N
  have hS := HasDerivAt.fun_sum (u := Finset.univ) (fun k _ =>
    (hasDerivAt_expect (hM k) hd).differentiableAt.hasDerivAt.const_mul (b k))
  have h1 := (hgrad ψ hd.differentiableAt hn hψ0).fun_add hS
  have h2 := hasDerivAt_expect hF hd
  simp only [expect_constrained] at h2
  have h3 := h2.unique h1
  have hFφ : constrained H M b *ᵥ φ = v + (expect (constrained H M b) φ : ℂ) • φ := by
    rw [hv, sub_add_cancel]
  have h4 : (star ((2 : ℂ) • v) ⬝ᵥ constrained H M b *ᵥ ψ 0).re = 2 * N := by
    rw [hψ0, hFφ, star_smul, smul_dotProduct, dotProduct_add, dotProduct_smul, hvφ, hN]
    simp
  rw [h4, neg_add_cancel] at h3
  have hN' : ∑ i, Complex.normSq (v i) = 0 := by linarith
  have hv0 : v = 0 := by
    funext i
    exact Complex.normSq_eq_zero.1 ((Finset.sum_eq_zero_iff_of_nonneg
      (fun i _ => Complex.normSq_nonneg (v i))).1 hN' i (Finset.mem_univ i))
  rw [hFφ, hv0, zero_add]
```

## A spin-1/2 state turned away from the $z$ axis

For a concrete instance, take $H=\sigma_z$ and constrain the single operator $\sigma_x$.

```lean
/-- The Pauli matrix `σ_x`. -/
def sigmaX : Matrix (Fin 2) (Fin 2) ℂ := !![0, 1; 1, 0]

/-- The Pauli matrix `σ_z`. -/
def sigmaZ : Matrix (Fin 2) (Fin 2) ℂ := !![1, 0; 0, -1]
```

The state is the real spinor $(\cos t,\sin t)$, for which $E(t)=\cos 2t$ and $m(t)=\sin 2t$.

```lean
/-- The real spinor with components `cos t` and `sin t`. -/
def spinor (t : ℝ) : Fin 2 → ℂ := ![(Real.cos t : ℂ), (Real.sin t : ℂ)]
```

With $b=\tan 2s$, the two components of the eigenvalue equation follow from

$$\cos s+\tan 2s\,\sin s=\frac{\cos(2s-s)}{\cos 2s},\qquad \tan 2s\,\cos s-\sin s=\frac{\sin(2s-s)}{\cos 2s},$$

so the eigenvalue is $1/\cos 2s$. The two eigenvalues of $\sigma_z+b\sigma_x$ are $\pm\sqrt{1+b^2}=\pm1/|\cos 2s|$, so the spinor is the upper eigenstate for $\cos 2s>0$ and the ground state for $\cos 2s<0$. The theorem collects the hypotheses of `energy_gradient` for this example, under the condition $\cos 2s\neq0$. Its helper `eigen` reduces the matrix equation to two real equations, which the subtraction formulas `k1` and `k2` then settle.

```lean
/-- The spinor curve with `H = σ_z`, one constrained operator `σ_x` and field `tan 2s` meets
all hypotheses of the gradient theorem wherever `cos 2s` is nonzero. -/
theorem energy_gradient_witness (s : ℝ) (hs : Real.cos (2 * s) ≠ 0) :
    sigmaZ.IsHermitian ∧ sigmaX.IsHermitian ∧ DifferentiableAt ℝ spinor s ∧
    (∀ t, star (spinor t) ⬝ᵥ spinor t = 1) ∧
    constrained sigmaZ (fun _ : Fin 1 => sigmaX) (fun _ => Real.tan (2 * s)) *ᵥ spinor s
      = ((1 / Real.cos (2 * s) : ℝ) : ℂ) • spinor s := by
  have unit : ∀ x y : ℝ, x ^ 2 + y ^ 2 = 1 →
      star ![(x : ℂ), (y : ℂ)] ⬝ᵥ ![(x : ℂ), (y : ℂ)] = 1 := by
    intro x y h
    have h' : (x : ℂ) ^ 2 + (y : ℂ) ^ 2 = 1 := by exact_mod_cast h
    simp [dotProduct, Fin.sum_univ_succ]
    linear_combination h'
  have eigen : ∀ b d x y : ℝ, x + b * y = d * x → b * x - y = d * y →
      constrained sigmaZ (fun _ : Fin 1 => sigmaX) (fun _ => b) *ᵥ ![(x : ℂ), (y : ℂ)]
        = (d : ℂ) • ![(x : ℂ), (y : ℂ)] := by
    intro b d x y h1 h2
    have h1' : (x : ℂ) + b * y = d * x := by exact_mod_cast h1
    have h2' : (b : ℂ) * x - y = d * y := by exact_mod_cast h2
    ext i
    fin_cases i
    · simp [constrained, sigmaZ, sigmaX, Matrix.mulVec, dotProduct, Fin.sum_univ_succ]
      linear_combination h1'
    · simp [constrained, sigmaZ, sigmaX, Matrix.mulVec, dotProduct, Fin.sum_univ_succ]
      linear_combination h2'
  have hb := Real.tan_mul_cos hs
  have hd : 1 / Real.cos (2 * s) * Real.cos (2 * s) = 1 := one_div_mul_cancel hs
  have k1 := Real.cos_sub (2 * s) s
  have k2 := Real.sin_sub (2 * s) s
  rw [show 2 * s - s = s by ring] at k1 k2
  refine ⟨?_, ?_, ?_, fun t => unit _ _ (Real.cos_sq_add_sin_sq t), eigen _ _ _ _ ?_ ?_⟩
  · ext i j
    fin_cases i <;> fin_cases j <;> simp [sigmaZ]
  · ext i j
    fin_cases i <;> fin_cases j <;> simp [sigmaX]
  · refine differentiableAt_pi.2 fun i => ?_
    fin_cases i
    · exact (Real.hasDerivAt_cos s).ofReal_comp.differentiableAt
    · exact (Real.hasDerivAt_sin s).ofReal_comp.differentiableAt
  · apply mul_right_cancel₀ hs
    linear_combination -k1 + Real.sin s * hb - Real.cos s * hd
  · apply mul_right_cancel₀ hs
    linear_combination -k2 + Real.cos s * hb - Real.sin s * hd

end

end ConstrainingFieldGradient
```

The gradient formula can be read off directly: $E'(s)=-2\sin 2s=-\tan 2s\cdot 2\cos 2s=-b\,m'(s)$. As $s$ approaches $\pi/4$ from below, the moment $\sin 2s$ approaches its maximum value of one and the field $\tan 2s$ grows without bound. At $s=\pi/4$ the spinor is an eigenvector of $\sigma_x$ but not of $\sigma_z$, so no finite field makes it an eigenvector of $\sigma_z+b\sigma_x$.

```lean
#print axioms ConstrainingFieldGradient.energy_slope_single_moment
#print axioms ConstrainingFieldGradient.eigenvector_of_energy_gradient
```

```
'ConstrainingFieldGradient.energy_slope_single_moment' depends on axioms: [propext, Classical.choice, Quot.sound]
'ConstrainingFieldGradient.eigenvector_of_energy_gradient' depends on axioms: [propext, Classical.choice, Quot.sound]
```
